# A finite Ising ferromagnet with pair couplings has at least the zero-field susceptibility of free spins

## Can ferromagnetic bonds leave two spins anticorrelated?

In zero field, N Ising spins with ferromagnetic pair couplings are supposed to have a susceptibility of at least βN, the value for N free spins at inverse temperature β. For two spins with one bond J this is clear, because their correlation is tanh(βJ), which is not negative. On a lattice with loops I am less sure. Two distant spins are then connected by many paths, and their correlation is a ratio whose numerator contains terms of both signs. How do I know that no pair becomes negatively correlated at some temperature and pulls the susceptibility below βN?

## Each bond adds only nonnegative terms

No pair can become negatively correlated. For any finite set of sites, any pattern of bonds with couplings J ≥ 0 and any β ≥ 0, every product of spins has a nonnegative mean in zero field. The correlations between different spins can therefore only add to βN. The argument builds the system up one bond at a time, so loops need no special treatment.

### From free spins to the interacting system

Let Λ be the set of N sites, with a spin s_x = ±1 at each site x. Let B be the set of bonds, each an ordered pair (x, y) of sites with a coupling J_xy. The energy of a configuration s is

H(s) = −∑ J_xy s_x s_y, summed over the bonds (x, y) in B.

The condition J_xy ≥ 0 says that a bond never favours antiparallel spins. Each configuration has weight w_B(s) = exp(−βH(s)), and a mean ⟨f⟩ is the weighted sum of f divided by the sum of the weights.

A general product of spins is fixed by how often each site occurs in it. If site x occurs n_x times, the product is ∏ s_x^(n_x) over all sites. Write S(n, B) for the sum of this product times w_B(s) over all configurations.

Without bonds all weights are 1, and the sum factorises over the sites:

S(n, ∅) = ∏ (1 + (−1)^(n_x)).

Each factor is 2 or 0, so the sum is nonnegative.

Now add a bond (x, y) that is not yet in B, and put K = βJ_xy. The new weight is the old one times exp(K s_x s_y). Since s_x s_y is itself +1 or −1,

exp(K s_x s_y) = cosh K + s_x s_y sinh K.

Multiplying by the spin product and summing over configurations gives

S(n, B with the new bond) = cosh K · S(n, B) + sinh K · S(n′, B),

where n′ is n with the counts of x and y each raised by one. If S is nonnegative for B and every choice of counts, both sums on the right are nonnegative. So are cosh K and, because K ≥ 0, sinh K. Hence S stays nonnegative when the bond is added, again for every choice of counts. By induction this holds for every finite set of bonds, and division by the positive sum of weights gives nonnegative means.

For the susceptibility, let M = ∑ s_x be the total spin and set

χ = β(⟨M²⟩ − ⟨M⟩²).

Reversing all spins leaves H unchanged and turns M into −M, so ⟨M⟩ = 0. In M² the N terms with equal sites are s_x² = 1, and the rest are products of spins at different sites. Therefore

χ = β(N + ∑ ⟨s_x s_y⟩), summed over ordered pairs with x ≠ y.

Every correlation in the sum is nonnegative and β ≥ 0, so χ ≥ βN.

The sign of the couplings matters. Two spins joined by one bond with J < 0 have χ = 2β(1 + tanh(βJ)), which is less than 2β for β > 0, so the bound fails if couplings of arbitrary sign are allowed.

### What the definitions and theorems say

A configuration is a function `s : Λ → Bool`, and `spin` turns `true` into +1 and `false` into −1. `Λ` is any finite type, so no lattice, dimension or boundary condition is built in. The bonds form a finite set `B` of ordered pairs, and `J` need not be symmetric. If each pair is listed once, this is the usual sum over bonds; if both (x, y) and (y, x) are listed, their couplings add. A bond from a site to itself only shifts the energy by a constant.

`weight` and `gibbsMean` are the Boltzmann weight and the normalised thermal mean. `spinProduct n` is the product with site counts `n`. The name `pair x y` stands for the counts that belong to s_x s_y, and not for a bond. `correlation` is the full mean ⟨s_x s_y⟩, with no product of single-spin means subtracted. `susceptibility` belongs to the whole system and not to one spin, in units where each spin has unit magnetic moment.

The theorem `griffiths_first` says that `gibbsMean β J B (spinProduct n)` is nonnegative for all counts `n`, given `0 ≤ β` and `0 ≤ J p.1 p.2` for each bond `p` in `B`. It is the pair-coupling, zero-field case of the first Griffiths inequality, which holds more generally for ferromagnetic couplings among any number of spins. Under the same hypotheses, `susceptibility_ge_free` gives χ ≥ βN, with N written as `Fintype.card Λ`. That βN really is the value for free spins is the content of `susceptibility_free`.

The step from this model to a measured response is the identification of χ with the change of magnetisation in a small field. In the code χ is defined by the fluctuations of M. For a finite classical system with an added energy −hM, differentiating ⟨M⟩ with respect to h at h = 0 gives the same expression. The theorems concern finite systems averaged over all configurations, for which ⟨M⟩ = 0. They do not cover the susceptibility within a phase with spontaneous magnetisation, where ⟨M⟩² is subtracted and the value per spin can lie below β.

For simulation practice, the bound gives a plausibility check on finite Ising models with ferromagnetic pair couplings in zero field, sampled over all configurations and not at fixed total spin: if a Monte Carlo estimate of β⟨M²⟩ lies below βN by clearly more than its statistical uncertainty, the sampling or the normalisation needs attention.

In Lean 4 with Mathlib:

```lean
import Mathlib

open Finset

namespace IsingSusceptibility

noncomputable section

variable {Λ : Type*} [Fintype Λ] [DecidableEq Λ]

/-- The value `+1` or `-1` of an Ising spin. -/
def spin (b : Bool) : ℝ := if b then 1 else -1

/-- The zero-field energy `-∑ J x y s_x s_y`, summed over the bonds `(x, y)` in `B`. -/
def energy (J : Λ → Λ → ℝ) (B : Finset (Λ × Λ)) (s : Λ → Bool) : ℝ :=
  -∑ p ∈ B, J p.1 p.2 * (spin (s p.1) * spin (s p.2))

/-- The Boltzmann weight of a spin configuration at inverse temperature `β`. -/
def weight (β : ℝ) (J : Λ → Λ → ℝ) (B : Finset (Λ × Λ)) (s : Λ → Bool) : ℝ :=
  Real.exp (-β * energy J B s)

/-- The Gibbs mean of an observable `f`. -/
def gibbsMean (β : ℝ) (J : Λ → Λ → ℝ) (B : Finset (Λ × Λ)) (f : (Λ → Bool) → ℝ) : ℝ :=
  (∑ s, f s * weight β J B s) / ∑ s, weight β J B s

/-- The product of spins in which site `x` occurs `n x` times. -/
def spinProduct (n : Λ → ℕ) (s : Λ → Bool) : ℝ := ∏ x, spin (s x) ^ n x

/-- The multiplicities of the sites in the product `s_x s_y`. -/
def pair (x y : Λ) : Λ → ℕ := fun z => (if z = x then 1 else 0) + (if z = y then 1 else 0)

/-- The two-spin correlation, the Gibbs mean of `s_x s_y`. -/
def correlation (β : ℝ) (J : Λ → Λ → ℝ) (B : Finset (Λ × Λ)) (x y : Λ) : ℝ :=
  gibbsMean β J B (fun s => spin (s x) * spin (s y))

/-- The total spin of a configuration. -/
def totalSpin (s : Λ → Bool) : ℝ := ∑ x, spin (s x)

/-- The zero-field susceptibility: `β` times the Gibbs variance of the total spin. -/
def susceptibility (β : ℝ) (J : Λ → Λ → ℝ) (B : Finset (Λ × Λ)) : ℝ :=
  β * (gibbsMean β J B (fun s => totalSpin s ^ 2) - gibbsMean β J B totalSpin ^ 2)

/-- The spin product with the multiplicities of `pair x y` is `s_x s_y`. -/
theorem spinProduct_pair (x y : Λ) (s : Λ → Bool) :
    spinProduct (pair x y) s = spin (s x) * spin (s y) := by
  simp only [spinProduct, pair, pow_add, Finset.prod_mul_distrib, pow_ite, pow_one, pow_zero,
    Finset.prod_ite_eq', Finset.mem_univ, if_true]

/-- Summed over all configurations with equal weight, a spin product factorises over the sites. -/
theorem sum_spinProduct (n : Λ → ℕ) :
    ∑ s : Λ → Bool, spinProduct n s = ∏ x, (1 + (-1 : ℝ) ^ n x) := by
  have h : ∏ x, ∑ b : Bool, spin b ^ n x = ∑ s : Λ → Bool, ∏ x, spin (s x) ^ n x := by
    rw [Finset.prod_univ_sum, Fintype.piFinset_univ]
  unfold spinProduct
  rw [← h]
  simp [spin]

/-- Adding a bond `p` splits a weighted sum of spin products into a `cosh` term without the bond
and a `sinh` term in which the two spins of the bond join the product. -/
theorem bond_expansion (β : ℝ) (J : Λ → Λ → ℝ) (B : Finset (Λ × Λ)) (p : Λ × Λ)
    (hp : p ∉ B) (n : Λ → ℕ) :
    ∑ s, spinProduct n s * weight β J (insert p B) s =
      Real.cosh (β * J p.1 p.2) * ∑ s, spinProduct n s * weight β J B s +
      Real.sinh (β * J p.1 p.2) * ∑ s, spinProduct (n + pair p.1 p.2) s * weight β J B s := by
  rw [Finset.mul_sum, Finset.mul_sum, ← Finset.sum_add_distrib]
  refine Finset.sum_congr rfl fun s _ => ?_
  have hadd : spinProduct (n + pair p.1 p.2) s
      = spinProduct n s * (spin (s p.1) * spin (s p.2)) := by
    rw [← spinProduct_pair]
    simp only [spinProduct, Pi.add_apply, pow_add, Finset.prod_mul_distrib]
  have hw : weight β J (insert p B) s =
      Real.exp (β * J p.1 p.2 * (spin (s p.1) * spin (s p.2))) * weight β J B s := by
    unfold weight energy
    rw [Finset.sum_insert hp, ← Real.exp_add]
    congr 1
    ring
  have ht : spin (s p.1) * spin (s p.2) = 1 ∨ spin (s p.1) * spin (s p.2) = -1 := by
    cases s p.1 <;> cases s p.2 <;> simp [spin]
  rw [hadd, hw]
  -- the product of two spins is a sign, so the exponential is linear in it
  rcases ht with h | h
  · rw [h, mul_one, ← Real.cosh_add_sinh]
    ring
  · rw [h, mul_neg_one, ← Real.cosh_sub_sinh]
    ring

/-- For `β ≥ 0` and nonnegative couplings, every Boltzmann-weighted sum of a spin product is
nonnegative. -/
theorem weighted_sum_nonneg {β : ℝ} (hβ : 0 ≤ β) (J : Λ → Λ → ℝ) (B : Finset (Λ × Λ))
    (hJ : ∀ p ∈ B, 0 ≤ J p.1 p.2) (n : Λ → ℕ) :
    0 ≤ ∑ s, spinProduct n s * weight β J B s := by
  revert hJ n
  induction B using Finset.induction_on with
  | empty =>
    intro _ n
    simp only [weight, energy, Finset.sum_empty, neg_zero, mul_zero, Real.exp_zero, mul_one]
    rw [sum_spinProduct]
    refine Finset.prod_nonneg fun x _ => ?_
    rcases neg_one_pow_eq_or ℝ (n x) with h | h <;> rw [h] <;> norm_num
  | insert p B hp ih =>
    intro hJ n
    have hB : ∀ q ∈ B, 0 ≤ J q.1 q.2 := fun q hq => hJ q (Finset.mem_insert_of_mem hq)
    rw [bond_expansion β J B p hp n]
    exact add_nonneg (mul_nonneg (Real.cosh_pos _).le (ih hB n))
      (mul_nonneg (Real.sinh_nonneg_iff.mpr
        (mul_nonneg hβ (hJ p (Finset.mem_insert_self p B)))) (ih hB _))

/-- First Griffiths inequality: for `β ≥ 0` and nonnegative pair couplings in zero field, every
product of spins has nonnegative Gibbs mean. -/
theorem griffiths_first {β : ℝ} (hβ : 0 ≤ β) (J : Λ → Λ → ℝ) (B : Finset (Λ × Λ))
    (hJ : ∀ p ∈ B, 0 ≤ J p.1 p.2) (n : Λ → ℕ) :
    0 ≤ gibbsMean β J B (spinProduct n) :=
  div_nonneg (weighted_sum_nonneg hβ J B hJ n)
    (Finset.sum_nonneg fun _ _ => (Real.exp_pos _).le)


/-- In zero field the Gibbs mean of the total spin vanishes. -/
theorem mean_totalSpin (β : ℝ) (J : Λ → Λ → ℝ) (B : Finset (Λ × Λ)) :
    gibbsMean β J B totalSpin = 0 := by
  -- reverse all spins at once
  let e : Equiv.Perm (Λ → Bool) :=
    Function.Involutive.toPerm (fun s x => !s x) (fun s => by funext x; simp)
  have h := Equiv.sum_comp e (fun s => totalSpin s * weight β J B s)
  have h2 : ∀ s, totalSpin (e s) * weight β J B (e s) = -(totalSpin s * weight β J B s) := by
    intro s
    have h3 : ∀ x, spin (e s x) = -spin (s x) := by
      intro x
      change spin (!s x) = -spin (s x)
      cases s x <;> simp [spin]
    simp only [totalSpin, weight, energy, h3, neg_mul_neg, Finset.sum_neg_distrib]
    ring
  simp only [h2, Finset.sum_neg_distrib] at h
  unfold gibbsMean
  rw [div_eq_zero_iff]
  left
  linarith

/-- The zero-field susceptibility is `β` times the number of spins plus `β` times the sum of the
correlations over all ordered pairs of distinct sites. -/
theorem susceptibility_eq (β : ℝ) (J : Λ → Λ → ℝ) (B : Finset (Λ × Λ)) :
    susceptibility β J B =
      β * (Fintype.card Λ + ∑ x, ∑ y ∈ univ.erase x, correlation β J B x y) := by
  have hself : ∀ x, correlation β J B x x = 1 := by
    intro x
    have hs : ∀ b, spin b * spin b = 1 := by intro b; cases b <;> simp [spin]
    simp only [correlation, gibbsMean, hs, one_mul]
    exact div_self (Finset.sum_pos (fun _ _ => Real.exp_pos _) Finset.univ_nonempty).ne'
  have hsq : gibbsMean β J B (fun s => totalSpin s ^ 2) = ∑ x, ∑ y, correlation β J B x y := by
    have h : ∀ s, totalSpin s ^ 2 * weight β J B s =
        ∑ x, ∑ y, spin (s x) * spin (s y) * weight β J B s := by
      intro s
      rw [totalSpin, sq, Finset.sum_mul_sum, Finset.sum_mul]
      exact Finset.sum_congr rfl fun x _ => Finset.sum_mul _ _ _
    simp only [correlation, gibbsMean, ← Finset.sum_div, h]
    congr 1
    exact Finset.sum_comm.trans (Finset.sum_congr rfl fun x _ => Finset.sum_comm)
  have hrow : ∀ x, ∑ y, correlation β J B x y =
      1 + ∑ y ∈ univ.erase x, correlation β J B x y := by
    intro x
    rw [← Finset.add_sum_erase univ (fun y => correlation β J B x y) (Finset.mem_univ x), hself]
  unfold susceptibility
  rw [mean_totalSpin, hsq, Finset.sum_congr rfl fun x _ => hrow x, Finset.sum_add_distrib]
  simp

/-- Without bonds, the zero-field susceptibility of `N` spins is `β N`. -/
theorem susceptibility_free (β : ℝ) (J : Λ → Λ → ℝ) :
    susceptibility β J ∅ = β * Fintype.card Λ := by
  have hz : ∑ x, ∑ y ∈ univ.erase x, correlation β J ∅ x y = 0 := by
    refine Finset.sum_eq_zero fun x _ => Finset.sum_eq_zero fun y hy => ?_
    have hyx : x ≠ y := (Finset.ne_of_mem_erase hy).symm
    -- the sum over the spin at `x` alone already vanishes
    have h0 : ∑ s : Λ → Bool, spin (s x) * spin (s y) = 0 := by
      simp only [← spinProduct_pair]
      rw [sum_spinProduct]
      exact Finset.prod_eq_zero (Finset.mem_univ x) (by simp [pair, hyx])
    simp only [correlation, gibbsMean, weight, energy, Finset.sum_empty, neg_zero, mul_zero,
      Real.exp_zero, mul_one, h0, zero_div]
  rw [susceptibility_eq, hz, add_zero]

/-- For `β ≥ 0` and nonnegative couplings, the zero-field susceptibility is at least the free-spin
value `β N`. -/
theorem susceptibility_ge_free {β : ℝ} (hβ : 0 ≤ β) (J : Λ → Λ → ℝ) (B : Finset (Λ × Λ))
    (hJ : ∀ p ∈ B, 0 ≤ J p.1 p.2) :
    β * Fintype.card Λ ≤ susceptibility β J B := by
  have hc : ∀ x y, 0 ≤ correlation β J B x y := by
    intro x y
    simpa only [correlation, gibbsMean, spinProduct_pair] using
      griffiths_first hβ J B hJ (pair x y)
  rw [susceptibility_eq]
  -- the correlations between distinct sites can only add to the free value
  exact mul_le_mul_of_nonneg_left (le_add_of_nonneg_right
    (Finset.sum_nonneg fun x _ => Finset.sum_nonneg fun y _ => hc x y)) hβ

end

end IsingSusceptibility
```

```lean
#print axioms IsingSusceptibility.susceptibility_free
#print axioms IsingSusceptibility.susceptibility_ge_free
```

```
'IsingSusceptibility.susceptibility_free' depends on axioms: [propext, Classical.choice, Quot.sound]
'IsingSusceptibility.susceptibility_ge_free' depends on axioms: [propext, Classical.choice, Quot.sound]
```

### How the code carries out the induction

`spinProduct_pair` identifies the product with counts `pair x y` as s_x s_y, which links the general products to two-spin correlations. `sum_spinProduct` is the factorisation for free spins. Its main step, `Finset.prod_univ_sum`, exchanges a product over sites of sums over one spin for a sum over configurations of products.

`bond_expansion` is the identity for adding one bond. It is proved configuration by configuration. The intermediate statement `hadd` says that raising the two counts multiplies the product by s_x s_y, and `hw` splits the new bond's exponential off the weight. The statement `ht` says that s_x s_y is +1 or −1, and in each case the exponential is rewritten through cosh and sinh.

`weighted_sum_nonneg` is the induction over bonds. The line `revert hJ n` makes the induction hypothesis available for all counts, which is needed because the sinh term contains changed counts. In the empty case each factor 1 + (−1)^(n_x) is checked for the two possible signs. In the `insert` case, `bond_expansion` is applied and the two terms are shown to be nonnegative separately. `griffiths_first` then divides by the sum of the weights.

`mean_totalSpin` reverses all spins through the permutation `e` of configurations. `Equiv.sum_comp` says that the weighted sum of M is unchanged when its terms are reordered by `e`, while `h2` says that each term changes sign. The sum equals its own negative and is therefore zero. No condition on the signs of β or J enters here.

`susceptibility_eq` expands the fluctuation formula. Inside it, `hself` gives ⟨s_x s_x⟩ = 1, `hsq` writes ⟨M²⟩ as the double sum of correlations, and `hrow` separates the equal-site term from each row. This identity also holds for couplings of either sign.

In `susceptibility_free`, the correlation of two different sites vanishes without bonds: site x occurs once in s_x s_y, so its factor in `sum_spinProduct` is 1 + (−1) = 0. Only βN remains. Finally, `susceptibility_ge_free` applies `griffiths_first` to `pair x y` to obtain nonnegative correlations, inserts them into `susceptibility_eq`, and multiplies the resulting inequality by β ≥ 0.
